# The squared modulus of a coherent state's analytic factor is the exponential of a scalar product

For complex numbers `w` and `z`, the lemma says that the analytic factor exp(w̄z/2) of the coherent state centred at `w` has squared modulus exp(w·z), where w·z is the scalar product of the two numbers taken as vectors in the plane. This factor alone is not a normalised state: multiplying its squared modulus by exp(−(|w|² + |z|²)/2)/(2π) gives the Gaussian exp(−|z − w|²/2)/(2π), whose integral over the plane is 1. The proof writes the exponent as the real number 1/2 times w̄z, turns the modulus of the exponential into the exponential of a real part, and takes the square into the exponent. It then has to show that twice that real part is w·z.

The first attempt, which Lean rejects:

```lean
import Mathlib

open MeasureTheory
open scoped Real ComplexConjugate

namespace NormCoherentSq

noncomputable section

/-- Analytic factor `exp(conj(w) z / 2)` of the coherent state centred at `w`. -/
def coherent (w z : ℂ) : ℂ := Complex.exp (conj w * z / 2)

/-- The squared modulus of the coherent factor is the exponential of the scalar product of
`w` and `z` as plane vectors. -/
theorem norm_coherent_sq (w z : ℂ) :
    ‖coherent w z‖ ^ 2 = Real.exp (w.re * z.re + w.im * z.im) := by
  have h : conj w * z / 2 = ((1 / 2 : ℝ) : ℂ) * (conj w * z) := by
    push_cast
    ring
  rw [coherent, h, Complex.norm_exp, ← Real.exp_nat_mul]
  congr 1
  simp only [Complex.re_ofReal_mul, Complex.mul_re, Complex.conj_re, Complex.conj_im]
  push_cast
  ring

end

end NormCoherentSq
```

The compiler's answer:

```
Try this:
  [apply] ring_nf
  
  The `ring` tactic failed to close the goal. Use `ring_nf` to obtain a normal form.
    
  Note that `ring` works primarily in *commutative* rings. If you have a noncommutative ring, abelian group or module, consider using `noncomm_ring`, `abel` or `module` instead.
Main.lean:16:65: error: unsolved goals
w z : ℂ
h : (starRingEnd ℂ) w * z / 2 = ↑(1 / 2) * ((starRingEnd ℂ) w * z)
⊢ (1 / 2).re * w.re * z.re * 2 + (1 / 2).re * w.im * z.im * 2 - (1 / 2).im * ((starRingEnd ℂ) w * z).im * 2 =
    w.re * z.re + w.im * z.im
Main.lean:22:13: warning: This simp argument is unused:
  Complex.re_ofReal_mul

Hint: Omit it from the simp argument list.
  [apply] simp only [Complex.mul_re, Complex.conj_re, Complex.conj_im]

Note: This linter can be disabled with `set_option linter.unusedSimpArgs false`
```

The error shows the goal left over when `ring` failed, and the `Try this` message reports the same failure. The warning says that `simp only` never used `Complex.re_ofReal_mul`, the lemma that takes a real factor out of a real part. Both it and `Complex.mul_re` fit the outer product, and `simp only` used `Complex.mul_re`, which splits the product into real and imaginary parts. `push_cast` then turned the cast of the real number 1/2 into the complex number 1/2, leaving `(1 / 2).re` and `(1 / 2).im` in the goal. `ring` does not evaluate these parts, so it could not finish.

The repair replaces `simp only` with `rw`, which applies the lemmas in the order listed. `Complex.re_ofReal_mul` now comes first and leaves 1/2 as a real factor outside the real part. `Complex.mul_re` then expands only the real part of w̄z, and the two conjugation lemmas express it through the parts of `w`. What remains is real arithmetic, which `ring` proves.

Lean accepts the file once it reads:

```diff
@@ -20,5 +20,5 @@
   rw [coherent, h, Complex.norm_exp, ← Real.exp_nat_mul]
   congr 1
-  simp only [Complex.re_ofReal_mul, Complex.mul_re, Complex.conj_re, Complex.conj_im]
+  rw [Complex.re_ofReal_mul, Complex.mul_re, Complex.conj_re, Complex.conj_im]
   push_cast
   ring
```
